# Sherman–Morrison update of an inverse Slater matrix after a one-electron move with nonzero ratio

Let $A$ be a square Slater matrix with entries $A_{ij}=\varphi_j(\mathbf r_i)$: row $i$ belongs to an electron and column $j$ to an orbital. Write $a_i$ for row $i$, and let $B$ satisfy $AB=1$. When electron $k$ moves, row $k$ is replaced by the orbital values $u_j=\varphi_j(\mathbf r_k')$ at its new position. The new matrix is $A'$, in Lean `A.updateRow k u`.

The finite index type `n` labels both electrons and orbitals, and the entries lie in a field `K`, which in practice is $\mathbb R$ or $\mathbb C$. The orbitals enter only through their values, so $u$ may be any vector. The prefactor $1/\sqrt{N!}$ of an $N$-electron determinant is left out; it cancels in every ratio.

```lean
import Mathlib

open Matrix

namespace SlaterOneElectronUpdate

noncomputable section

variable {n K : Type*} [Fintype n] [DecidableEq n] [Field K]
```

## The ratio and the rank-one formula

For any row $w$ of orbital values and any electron $l$, define

$$R_l(w)=\sum_j w_j B_{jl}.$$

This is `moveRatio B l w`. The definition accepts any matrix $B$; the sum becomes a ratio of determinants once $AB=1$ is assumed.

```lean
/-- The sum `∑ j, u j * B j k` of the new orbital values `u` of electron `k` against
column `k` of the matrix `B`. -/
def moveRatio (B : Matrix n n K) (k : n) (u : n → K) : K :=
  ∑ j, u j * B j k
```

Let $e_k$ be the $k$-th unit vector. The move is a rank-one change, $A'=A+e_k(u-a_k)^T$, and $AB=1$ gives $a_k^TB=e_k^T$. The Sherman–Morrison denominator is therefore $1+(u-a_k)^TBe_k=R_k(u)$, and the candidate for the new inverse is

$$B'=B-\frac{1}{R_k(u)}\,Be_k\,(u^TB-e_k^T).$$

In Lean, `Pi.single k 1` is $e_k$ and `vecMulVec` forms the outer product.

```lean
/-- The Sherman-Morrison one-electron update `B - (1/R) B e_k (uᵀ B - e_kᵀ)`,
where `R` is the move ratio. -/
def updatedInverse (B : Matrix n n K) (k : n) (u : n → K) : Matrix n n K :=
  B - (1 / moveRatio B k u) •
    vecMulVec (B *ᵥ Pi.single k (1 : K)) (u ᵥ* B - Pi.single k (1 : K))
```

Since $(Be_k)_j=B_{jk}$ and $(u^TB)_l=R_l(u)$, the entries are

$$B'_{jl}=B_{jl}-\frac{B_{jk}\,\bigl(R_l(u)-\delta_{lk}\bigr)}{R_k(u)}.$$

```lean
/-- The one-electron update written entry by entry. -/
theorem updatedInverse_apply (B : Matrix n n K) (k : n) (u : n → K) (j l : n) :
    updatedInverse B k u j l =
      B j l - B j k * (moveRatio B l u - if l = k then 1 else 0) / moveRatio B k u := by
  have h1 : (B *ᵥ Pi.single k (1 : K)) j = B j k := by
    simp [mulVec, dotProduct, Pi.single_apply]
  have h2 : (u ᵥ* B) l = moveRatio B l u := rfl
  simp only [updatedInverse, Matrix.sub_apply, Matrix.smul_apply, vecMulVec_apply,
    Pi.sub_apply, smul_eq_mul, Pi.single_apply]
  rw [h1, h2]
  ring
```

## Ratios after the move

Multiplying by $w_j$ and summing over $j$ gives the ratio computed with the updated matrix:

$$R'_l(w)=\sum_j w_jB'_{jl}=R_l(w)-\frac{R_k(w)\,\bigl(R_l(u)-\delta_{lk}\bigr)}{R_k(u)}.$$

The right-hand side uses only the old $B$. The Lean calculation follows the same order: insert the entries, split the sum, and take the factor independent of $j$ outside.

```lean
/-- The move ratio of electron `l` with orbital values `w`, taken with the updated matrix,
expressed through move ratios taken with the old matrix `B`. -/
theorem moveRatio_updatedInverse (B : Matrix n n K) (k l : n) (u w : n → K) :
    moveRatio (updatedInverse B k u) l w =
      moveRatio B l w -
        moveRatio B k w * (moveRatio B l u - if l = k then 1 else 0) / moveRatio B k u := by
  calc moveRatio (updatedInverse B k u) l w
      = ∑ j, w j * updatedInverse B k u j l := rfl
    _ = ∑ j, (w j * B j l - w j * B j k *
          ((moveRatio B l u - if l = k then 1 else 0) / moveRatio B k u)) :=
        Finset.sum_congr rfl (fun j _ => by rw [updatedInverse_apply]; ring)
    _ = moveRatio B l w - moveRatio B k w *
          ((moveRatio B l u - if l = k then 1 else 0) / moveRatio B k u) := by
        rw [Finset.sum_sub_distrib, ← Finset.sum_mul]
        rfl
    _ = _ := by ring
```

For an old row, the sum is an entry of $AB$:

$$R_l(a_i)=\sum_j A_{ij}B_{jl}=\delta_{il}.$$

```lean
/-- The orbital values of electron `i` in the old configuration have move ratio one in
column `i` of the inverse and zero in every other column. -/
theorem moveRatio_row {A B : Matrix n n K} (hAB : A * B = 1) (i l : n) :
    moveRatio B l (A i) = (1 : Matrix n n K) i l := by
  rw [← hAB]
  exact (Matrix.mul_apply).symm
```

## The updated matrix inverts the new Slater matrix

Entry $(i,l)$ of $A'B'$ is $R'_l$ evaluated on row $i$ of $A'$. Assume $R_k(u)\neq0$.

For the moved electron, $i=k$ and the row is $u$. The factor $R_k(u)$ cancels:

$$R'_l(u)=R_l(u)-\bigl(R_l(u)-\delta_{lk}\bigr)=\delta_{lk}.$$

For any other electron, $i\neq k$, the row is still $a_i$, and $R_k(a_i)=0$ removes the correction:

$$R'_l(a_i)=\delta_{il}-0=\delta_{il}.$$

Hence $A'B'=1$. For finite square matrices over a field this also gives $B'A'=1$, which is the step `mul_eq_one_comm`. The theorem states both products; its hypotheses are $AB=1$ and $R_k(u)\ne0$.

```lean
/-- **Sherman-Morrison one-electron update.** If `B` inverts the Slater matrix `A` and the
move ratio is nonzero, the updated matrix is the two-sided inverse of the Slater matrix in
which row `k` has been replaced by `u`. -/
theorem sherman_morrison_one_electron {A B : Matrix n n K} (hAB : A * B = 1)
    (k : n) (u : n → K) (hR : moveRatio B k u ≠ 0) :
    A.updateRow k u * updatedInverse B k u = 1 ∧
      updatedInverse B k u * A.updateRow k u = 1 := by
  have h : A.updateRow k u * updatedInverse B k u = 1 := by
    ext i l
    have hrow : (A.updateRow k u * updatedInverse B k u) i l =
        moveRatio (updatedInverse B k u) l (A.updateRow k u i) := Matrix.mul_apply
    rw [hrow, moveRatio_updatedInverse]
    by_cases hi : i = k
    · -- the moved electron: the ratio cancels and leaves a unit row
      rw [hi, updateRow_self, mul_div_cancel_left₀ _ hR, sub_sub_cancel, Matrix.one_apply]
      by_cases hl : l = k
      · simp [hl]
      · simp [hl, Ne.symm hl]
    · -- a spectator electron: the product of its row with column `k` of `B` is zero
      rw [updateRow_ne hi, moveRatio_row hAB i l, moveRatio_row hAB i k,
        Matrix.one_apply_ne hi]
      simp
  exact ⟨h, mul_eq_one_comm.mp h⟩
```

The term $-e_k^T$ comes from the old row $a_k$. If it is dropped while the denominator $R_k(u)$ is kept, row $k$ of the product with $A'$ becomes $u^TB-R_k(u)\,u^TB/R_k(u)=0$ instead of $e_k^T$.

The condition $R_k(u)\neq0$ is needed as well. Take $A=B=1$ for two electrons and move the first to $u=(0,1)$. Both rows of $A'$ are now $(0,1)$, so $A'$ has no inverse, and $R_k(u)=0$. Lean's convention $1/0=0$ makes `updatedInverse` return the old $B$ here, which is not an inverse of $A'$.

In variational Monte Carlo this update can replace a full inversion after an accepted one-electron move, provided each row of the Slater matrix depends only on the position of its own electron (backflow orbitals do not satisfy this); the theorem concerns exact arithmetic and gives no bound on accumulated rounding error.

## The determinant and the nodes

From $AB=1$,

$$\operatorname{adj}A=(\operatorname{adj}A)\,AB=\det(A)\,B.$$

Expand $\det A'$ along row $k$. The cofactors do not involve that row, so they are those of $A$:

$$\det A'=\sum_j u_j(\operatorname{adj}A)_{jk}=\det(A)\sum_j u_jB_{jk}=R_k(u)\det A.$$

Lean obtains the expansion from Cramer's rule for the transpose. No condition on $R_k(u)$ is required.

```lean
/-- Moving electron `k` multiplies the Slater determinant by the move ratio. -/
theorem det_one_electron_move {A B : Matrix n n K} (hAB : A * B = 1) (k : n) (u : n → K) :
    (A.updateRow k u).det = moveRatio B k u * A.det := by
  have hadj : A.adjugate = A.det • B := by
    calc A.adjugate = A.adjugate * (A * B) := by rw [hAB, mul_one]
      _ = A.det • B := by rw [← mul_assoc, adjugate_mul, Matrix.smul_mul, one_mul]
  -- Cramer's rule expresses the new determinant through the adjugate
  rw [← cramer_transpose_apply, cramer_eq_adjugate_mulVec, ← adjugate_transpose, hadj]
  simp only [mulVec, dotProduct, transpose_apply, Matrix.smul_apply, smul_eq_mul,
    moveRatio, Finset.sum_mul]
  exact Finset.sum_congr rfl (fun j _ => by ring)
```

Because $\det A\det B=1$, the old determinant is nonzero. Thus $\det A'\neq0$ exactly when $R_k(u)\neq0$. The excluded case is a move onto a node of the determinant.

```lean
/-- The Slater matrix after the move is invertible exactly when the move ratio is nonzero. -/
theorem isUnit_move_iff {A B : Matrix n n K} (hAB : A * B = 1) (k : n) (u : n → K) :
    IsUnit (A.updateRow k u) ↔ moveRatio B k u ≠ 0 := by
  have hdet : A.det ≠ 0 := by
    intro h0
    have h := congrArg Matrix.det hAB
    rw [det_mul, h0, zero_mul, det_one] at h
    exact zero_ne_one h
  rw [Matrix.isUnit_iff_isUnit_det, det_one_electron_move hAB, isUnit_iff_ne_zero]
  exact ⟨left_ne_zero_of_mul, fun h => mul_ne_zero h hdet⟩
```

## Two electrons moved together

Let a second electron $l\neq k$ receive the values $v$, and call the resulting matrix $A''$. If $R_k(u)\neq0$, two successive moves give

$$\det A''=R'_l(v)\,R_k(u)\det A=\bigl[R_k(u)R_l(v)-R_l(u)R_k(v)\bigr]\det A.$$

This is `regular` in the proof.

If $R_k(u)=0$, the intermediate configuration lies on a node and has no inverse. Replace $u$ by $u+a_k$. Then $R_k(u+a_k)=1$ and $R_l(u+a_k)=R_l(u)$, so the regular case applies. Linearity in row $k$ turns it into

$$\det A''+R_l(v)\det A=\bigl[R_l(v)-R_l(u)R_k(v)\bigr]\det A.$$

Subtracting $R_l(v)\det A$ leaves the same formula with $R_k(u)=0$. In Lean, `hc` exchanges the order of the two row replacements so that linearity can be applied to row $k$.

The electrons must be different. For $k=l$ the second replacement overwrites the first and the true ratio is $R_k(v)$, whereas the bracket vanishes.

```lean
/-- Moving two different electrons `k` and `l` multiplies the Slater determinant by a
two-by-two determinant of move ratios, all taken with the original inverse. -/
theorem det_two_electron_move {A B : Matrix n n K} (hAB : A * B = 1) {k l : n}
    (hkl : k ≠ l) (u v : n → K) :
    ((A.updateRow k u).updateRow l v).det =
      (moveRatio B k u * moveRatio B l v - moveRatio B l u * moveRatio B k v) * A.det := by
  -- if the first move is regular, update the inverse and move again
  have regular : ∀ w : n → K, moveRatio B k w ≠ 0 →
      ((A.updateRow k w).updateRow l v).det =
        (moveRatio B k w * moveRatio B l v - moveRatio B l w * moveRatio B k v) * A.det := by
    intro w hw
    rw [det_one_electron_move (sherman_morrison_one_electron hAB k w hw).1 l v,
      det_one_electron_move hAB k w, moveRatio_updatedInverse, if_neg hkl.symm, sub_zero]
    field_simp
  by_cases h0 : moveRatio B k u = 0
  · -- on a node, add the old row to `u`, which makes the first ratio equal to one
    have hadd : ∀ m, moveRatio B m (u + A k) =
        moveRatio B m u + (1 : Matrix n n K) k m := by
      intro m
      rw [← moveRatio_row hAB k m]
      simp [moveRatio, add_mul, Finset.sum_add_distrib]
    have h1 : moveRatio B k (u + A k) = 1 := by
      rw [hadd, h0, Matrix.one_apply_eq, zero_add]
    have h2 := regular (u + A k) (by rw [h1]; exact one_ne_zero)
    have hc : ∀ w : n → K, (A.updateRow k w).updateRow l v =
        (A.updateRow l v).updateRow k w := by
      intro w
      ext i j
      simp only [updateRow_apply]
      by_cases hik : i = k
      · have hil : i ≠ l := fun h => hkl (hik.symm.trans h)
        simp only [if_pos hik, if_neg hil]
      · simp only [if_neg hik]
    have h3 : ((A.updateRow k (u + A k)).updateRow l v).det =
        ((A.updateRow k u).updateRow l v).det + (A.updateRow l v).det := by
      rw [hc (u + A k), hc u, det_updateRow_add, ← hc (A k), updateRow_eq_self]
    rw [h3, det_one_electron_move hAB l v, h1, hadd l, Matrix.one_apply_ne hkl] at h2
    rw [h0]
    linear_combination h2
  · exact regular u h0
```

## A two-electron example

Take

$$A=\begin{pmatrix}1&1\\0&1\end{pmatrix},\qquad B=\begin{pmatrix}1&-1\\0&1\end{pmatrix},\qquad u=(2,1),$$

and move the first electron, which has index `0` in Lean. The ratio is $2\cdot1+1\cdot0=2$, and the update gives

$$B'=\begin{pmatrix}1/2&-1/2\\0&1\end{pmatrix}.$$

The file checks $AB=1$, the ratio and the entries of $B'$ over the rationals, so the hypotheses of the update theorem are met by a concrete matrix.

```lean
/-- A two-by-two example over the rationals: the two matrices multiply to one, the move ratio of
electron `0` with new values `(2, 1)` is `2`, and the entries of `updatedInverse` are given. -/
theorem sherman_morrison_witness :
    (!![1, 1; 0, 1] : Matrix (Fin 2) (Fin 2) ℚ) * !![1, -1; 0, 1] = 1 ∧
      moveRatio (!![1, -1; 0, 1] : Matrix (Fin 2) (Fin 2) ℚ) 0 ![2, 1] = 2 ∧
      updatedInverse (!![1, -1; 0, 1] : Matrix (Fin 2) (Fin 2) ℚ) 0 ![2, 1] =
        !![1 / 2, -1 / 2; 0, 1] := by
  refine ⟨?_, ?_, ?_⟩
  · ext i j
    fin_cases i <;> fin_cases j <;> norm_num [Matrix.mul_apply, Fin.sum_univ_two]
  · norm_num [moveRatio, Fin.sum_univ_two]
  · ext i j
    fin_cases i <;> fin_cases j <;>
      norm_num [updatedInverse_apply, moveRatio, Fin.sum_univ_two]

end

end SlaterOneElectronUpdate
```

```lean
#print axioms SlaterOneElectronUpdate.sherman_morrison_one_electron
-- 'SlaterOneElectronUpdate.sherman_morrison_one_electron' depends on axioms: [propext, Classical.choice, Quot.sound]
#print axioms SlaterOneElectronUpdate.isUnit_move_iff
-- 'SlaterOneElectronUpdate.isUnit_move_iff' depends on axioms: [propext, Classical.choice, Quot.sound]
#print axioms SlaterOneElectronUpdate.det_two_electron_move
-- 'SlaterOneElectronUpdate.det_two_electron_move' depends on axioms: [propext, Classical.choice, Quot.sound]
```
